# The static Coulomb-hole potential of a one-dimensional crystal splits zone-edge standing waves only through local fields

If the screened interaction is cut down to its diagonal in reciprocal space, the Coulomb-hole term of static COHSEX turns into a constant. It then shifts the two standing waves at a zone edge by the same amount, and whatever it should have contributed to the gap between them is lost. For a one-dimensional crystal with a finite, given screening matrix, and with the two waves held fixed as a cosine and a sine, the lost difference between their expectation values is half the sum of two off-diagonal sums of the matrix.

In Lean 4 with Mathlib:

```lean
import Mathlib

open MeasureTheory

namespace CohsexZoneEdge

noncomputable section
```

## Screening matrix, potential and states

Let the lattice constant be 1. The reciprocal lattice vectors are then $2\pi G$ with integer $G$, and the edge of the first zone lies at wave number $\pi$. The plane waves with the period of the lattice are
$$e_m(x) = e^{2\pi i m x}, \qquad m \in \mathbb{Z}.$$

```lean
/-- The plane wave `exp(2πi m x)` of a crystal with lattice constant one. -/
def planeWave (m : ℤ) (x : ℝ) : ℂ :=
  Complex.exp (2 * Real.pi * Complex.I * m * x)
```

In COHSEX the Coulomb hole is a local potential: half the static screening part of the interaction, that is, the screened interaction minus the bare one, taken at coinciding points. With $W(G,G')$ for the matrix of this screening part, it reads
$$V(x) = \tfrac12 \sum_{G,G'} W(G,G')\, e^{2\pi i (G-G')x}.$$
The type `ℤ × ℤ →₀ ℂ` says that $W$ is a complex function on pairs of integers with only finitely many nonzero entries, as with a plane-wave cutoff. The pair `p` stands for $(G,G')$. A single matrix is used, so any average over wave vectors in the Brillouin zone has to be contained in it already. $W$ is an input: it is not computed from a dielectric function, and it need not be Hermitian.

```lean
/-- The static Coulomb-hole potential `V(x) = ½ ∑ W(G,G') exp(2πi(G-G')x)`, where `W` is
the matrix of the screening part of the interaction in reciprocal space. -/
def coulombHole (W : ℤ × ℤ →₀ ℂ) (x : ℝ) : ℂ :=
  (1 / 2) * ∑ p ∈ W.support, W p * planeWave (p.1 - p.2) x
```

The entries at a fixed distance $K$ from the diagonal enter $V$ only through their sum
$$c_K = \sum_G W(G+K,G).$$
The code sums over all nonzero entries and keeps those with $G-G'=K$, which is the same number. It calls every $c_K$ a local-field sum, although $c_0$ is the sum of the diagonal entries, which are present even when local fields are neglected.

```lean
/-- The local-field sum `c_K = ∑_G W(G+K,G)`, written as the sum of all entries `W(G,G')`
with `G - G' = K`. -/
def localField (W : ℤ × ℤ →₀ ℂ) (K : ℤ) : ℂ :=
  ∑ p ∈ W.support, if p.1 - p.2 = K then W p else 0
```

Two integrals over the unit cell are needed. The first is a Fourier coefficient,
$$\hat V(m) = \int_0^1 V(x)\, e^{2\pi i m x}\,dx,$$
with a plus sign in the exponent, so that $\hat V(m)$ picks out the component of $V$ that oscillates as $e^{-2\pi i m x}$.

```lean
/-- The integral of `V(x) exp(2πi m x)` over the unit cell `[0,1]`. -/
def fourier (V : ℝ → ℂ) (m : ℤ) : ℂ :=
  ∫ x in (0 : ℝ)..1, V x * planeWave m x
```

The second is the expectation value $\langle\psi|V|\psi\rangle = \int_0^1 \psi^*V\psi\,dx$. It is a complex number here, because $V$ may be complex, and the definition does not divide by the norm of $\psi$.

```lean
/-- The integral of `ψ* V ψ` over the unit cell `[0,1]`. -/
def expectation (V ψ : ℝ → ℂ) : ℂ :=
  ∫ x in (0 : ℝ)..1, star (ψ x) * V x * ψ x
```

The states are the even and odd combinations of the plane waves with wave numbers $\pm\pi n$,
$$\psi_n^{c}(x) = \sqrt2\cos(\pi n x), \qquad \psi_n^{s}(x) = \sqrt2\sin(\pi n x).$$
For $n=1$ they are the two standing waves at the edge of the first zone.

```lean
/-- The even standing wave `√2 cos(πnx)`; `n = 1` is the edge of the first zone. -/
def cosState (n : ℤ) (x : ℝ) : ℂ :=
  ((√2 * Real.cos (Real.pi * n * x) : ℝ) : ℂ)

/-- The odd standing wave `√2 sin(πnx)`; `n = 1` is the edge of the first zone. -/
def sinState (n : ℤ) (x : ℝ) : ℂ :=
  ((√2 * Real.sin (Real.pi * n * x) : ℝ) : ℂ)
```

## Fourier coefficients of the potential

A plane wave with $m=0$ is 1 everywhere and integrates to 1. For $m\neq0$,
$$\int_0^1 e^{2\pi i m x}\,dx = \frac{e^{2\pi i m}-1}{2\pi i m} = 0,$$
since $e^{2\pi i m}=1$. The proof splits into the same two cases; `h1` is the statement about the exponential.

```lean
/-- A plane wave integrates over the unit cell to one if `m = 0` and to zero otherwise. -/
theorem integral_planeWave (m : ℤ) :
    ∫ x in (0 : ℝ)..1, planeWave m x = if m = 0 then 1 else 0 := by
  by_cases h : m = 0
  · subst h
    simp [planeWave]
  · have hc : (2 * Real.pi * Complex.I * m : ℂ) ≠ 0 := by
      simp [Real.pi_ne_zero, h]
    have h1 : Complex.exp (2 * Real.pi * Complex.I * m) = 1 :=
      Complex.exp_eq_one_iff.mpr ⟨m, by ring⟩
    simp only [planeWave]
    rw [integral_exp_mul_complex hc, if_neg h, Complex.ofReal_one, Complex.ofReal_zero,
      mul_one, mul_zero, h1, Complex.exp_zero, sub_self, zero_div]
```

Multiplying $V$ by $e^{2\pi i m x}$ adds $m$ to every exponent. The sum is finite, so it can be integrated term by term:
$$\hat V(m) = \tfrac12\sum_{G,G'} W(G,G') \int_0^1 e^{2\pi i(G-G'+m)x}\,dx = \tfrac12 \sum_{G-G'=-m} W(G,G') = \tfrac12\, c_{-m}.$$
In the proof, `hx` combines the exponents and `hi` supplies the integrability of each term. The last lines compare the two sums entry by entry, according to whether $G-G'=-m$.

```lean
/-- For the Coulomb-hole potential `V`, the integral of `V(x) exp(2πi m x)` over the unit cell is
half the local-field sum `c_(-m)`. -/
theorem coulombHole_fourier (W : ℤ × ℤ →₀ ℂ) (m : ℤ) :
    fourier (coulombHole W) m = (1 / 2) * localField W (-m) := by
  have hx : ∀ x, coulombHole W x * planeWave m x =
      ∑ p ∈ W.support, (1 / 2 * W p) * planeWave (p.1 - p.2 + m) x := by
    intro x
    rw [coulombHole, mul_assoc, Finset.sum_mul, Finset.mul_sum]
    apply Finset.sum_congr rfl
    intro p _
    have hm : planeWave (p.1 - p.2 + m) x = planeWave (p.1 - p.2) x * planeWave m x := by
      unfold planeWave
      rw [← Complex.exp_add]
      congr 1
      push_cast
      ring
    rw [hm]
    ring
  have hi : ∀ p ∈ W.support, IntervalIntegrable
      (fun x => (1 / 2 * W p) * planeWave (p.1 - p.2 + m) x) volume 0 1 := fun p _ =>
    Continuous.intervalIntegrable (by unfold planeWave; fun_prop) _ _
  unfold fourier
  simp_rw [hx]
  rw [intervalIntegral.integral_finsetSum hi, localField, Finset.mul_sum]
  -- only the entries with `G - G' = -m` survive the integration
  apply Finset.sum_congr rfl
  intro p _
  rw [intervalIntegral.integral_const_mul, integral_planeWave]
  by_cases h : p.1 - p.2 = -m
  · have h' : p.1 - p.2 + m = 0 := by omega
    rw [if_pos h', if_pos h]
    ring
  · have h' : ¬ (p.1 - p.2 + m = 0) := by omega
    rw [if_neg h', if_neg h]
    ring
```

## Densities and expectation values

With $\theta=\pi n x$, the double-angle formulas give
$$2\cos^2\theta = 1+\cos 2\theta, \qquad 2\sin^2\theta = 1-\cos2\theta, \qquad \cos2\theta = \tfrac12\left(e^{2\pi i n x}+e^{-2\pi i n x}\right).$$
For $n=1$ the even wave therefore piles up charge at the lattice points $x=0,1$, and the odd wave piles it up halfway between them. The lemma states both densities already multiplied by a number $v$, which will be the value of the potential at $x$. Its final `linear_combination` steps put together three identities: $(\sqrt2)^2=2$ (`hs`), the expression of $2\cos2\theta$ by plane waves (`h`) and, for the odd wave, $\sin^2\theta+\cos^2\theta=1$ (`hp`).

```lean
/-- The densities of the two standing waves, weighted by a number `v`, are
`v ± ½ v (exp(2πinx) + exp(-2πinx))`. -/
theorem standingWave_density (n : ℤ) (x : ℝ) (v : ℂ) :
    star (cosState n x) * v * cosState n x =
      v + 1 / 2 * (v * planeWave n x + v * planeWave (-n) x) ∧
    star (sinState n x) * v * sinState n x =
      v - 1 / 2 * (v * planeWave n x + v * planeWave (-n) x) := by
  have e1 : planeWave n x =
      Complex.exp (2 * ((Real.pi * n * x : ℝ) : ℂ) * Complex.I) := by
    unfold planeWave
    congr 1
    push_cast
    ring
  have e2 : planeWave (-n) x =
      Complex.exp (-(2 * ((Real.pi * n * x : ℝ) : ℂ)) * Complex.I) := by
    unfold planeWave
    congr 1
    push_cast
    ring
  -- the two plane waves add up to `2 cos(2πnx)`
  have h := Complex.two_cos (2 * ((Real.pi * n * x : ℝ) : ℂ))
  rw [Complex.cos_two_mul, ← e1, ← e2, ← Complex.ofReal_cos] at h
  have hs : ((√2 : ℝ) : ℂ) ^ 2 = 2 := by
    rw [← Complex.ofReal_pow, Real.sq_sqrt (by norm_num)]
    norm_num
  have hp : ((Real.sin (Real.pi * n * x) : ℝ) : ℂ) ^ 2 +
      ((Real.cos (Real.pi * n * x) : ℝ) : ℂ) ^ 2 = 1 := by
    exact_mod_cast Real.sin_sq_add_cos_sq (Real.pi * n * x)
  unfold cosState sinState
  rw [Complex.star_def, Complex.conj_ofReal, Complex.conj_ofReal, Complex.ofReal_mul,
    Complex.ofReal_mul]
  constructor
  · linear_combination ((Real.cos (Real.pi * n * x) : ℝ) : ℂ) ^ 2 * v * hs + v / 2 * h
  · linear_combination
      ((Real.sin (Real.pi * n * x) : ℝ) : ℂ) ^ 2 * v * hs - v / 2 * h + 2 * v * hp
```

Setting $v=V(x)$ and integrating over the cell gives, for every continuous potential,
$$\langle V\rangle_{c} = \hat V(0)+\tfrac12\left[\hat V(n)+\hat V(-n)\right], \qquad \langle V\rangle_{s} = \hat V(0)-\tfrac12\left[\hat V(n)+\hat V(-n)\right].$$
Continuity is used to make every term integrable, so that the integral of the sum may be split.

```lean
/-- For a continuous potential, the expectation values in the two standing waves are its
cell average plus or minus half the sum of its Fourier coefficients at `n` and `-n`. -/
theorem expectation_standingWave {V : ℝ → ℂ} (hV : Continuous V) (n : ℤ) :
    expectation V (cosState n) =
      fourier V 0 + 1 / 2 * (fourier V n + fourier V (-n)) ∧
    expectation V (sinState n) =
      fourier V 0 - 1 / 2 * (fourier V n + fourier V (-n)) := by
  have hc : ∀ k : ℤ, Continuous (fun x => V x * planeWave k x) := fun k => by
    unfold planeWave
    fun_prop
  have i0 : IntervalIntegrable V volume 0 1 := hV.intervalIntegrable _ _
  have hi : ∀ k : ℤ, IntervalIntegrable (fun x => V x * planeWave k x) volume 0 1 :=
    fun k => (hc k).intervalIntegrable _ _
  have i3 : IntervalIntegrable
      (fun x => 1 / 2 * (V x * planeWave n x + V x * planeWave (-n) x)) volume 0 1 :=
    (continuous_const.mul ((hc n).add (hc (-n)))).intervalIntegrable _ _
  have h0 : fourier V 0 = ∫ x in (0 : ℝ)..1, V x := by simp [fourier, planeWave]
  rw [h0]
  unfold expectation fourier
  constructor
  · simp_rw [fun x => (standingWave_density n x (V x)).1]
    rw [intervalIntegral.integral_add i0 i3, intervalIntegral.integral_const_mul,
      intervalIntegral.integral_add (hi n) (hi (-n))]
  · simp_rw [fun x => (standingWave_density n x (V x)).2]
    rw [intervalIntegral.integral_sub i0 i3, intervalIntegral.integral_const_mul,
      intervalIntegral.integral_add (hi n) (hi (-n))]
```

The choice $V=1$ gives the norms. Then $\hat V(0)=1$, and for $n\neq0$ the coefficients $\hat V(\pm n)$ vanish, so both states are normalised.

```lean
/-- For `n ≠ 0` both standing waves are normalised on the unit cell. -/
theorem standingWave_normalised {n : ℤ} (hn : n ≠ 0) :
    expectation (fun _ => 1) (cosState n) = 1 ∧
    expectation (fun _ => 1) (sinState n) = 1 := by
  obtain ⟨h1, h2⟩ := expectation_standingWave (V := fun _ => 1) continuous_const n
  rw [h1, h2]
  constructor <;> simp [fourier, integral_planeWave, hn]
```

## The splitting

Inserting $\hat V(m)=\tfrac12c_{-m}$ gives
$$\langle V\rangle_{c} = \tfrac12c_0+\tfrac14(c_n+c_{-n}), \qquad \langle V\rangle_{s} = \tfrac12c_0-\tfrac14(c_n+c_{-n}),$$
and the difference is
$$\langle V\rangle_{c}-\langle V\rangle_{s} = \frac{c_n+c_{-n}}{2}.$$
The theorem states this for every finitely supported $W$ and every integer $n$; the zone edge is $n=1$. The proof first notes that $V$, a finite sum of plane waves, is continuous, and then substitutes the coefficients.

```lean
/-- The expectation values of the Coulomb-hole potential in the two standing waves differ
by `(c_n + c_(-n))/2`. -/
theorem coulombHole_splitting (W : ℤ × ℤ →₀ ℂ) (n : ℤ) :
    expectation (coulombHole W) (cosState n) - expectation (coulombHole W) (sinState n) =
      (localField W n + localField W (-n)) / 2 := by
  have hV : Continuous (coulombHole W) := by
    unfold coulombHole planeWave
    fun_prop
  obtain ⟨h1, h2⟩ := expectation_standingWave hV n
  rw [h1, h2, coulombHole_fourier W n, coulombHole_fourier W (-n), neg_neg]
  ring
```

For a small numerical case, take in some unit of energy
$$W(0,0)=-0.8,\quad W(1,1)=W(-1,-1)=-0.2,\quad W(1,0)=W(0,1)=W(-1,0)=W(0,-1)=-0.1,$$
and all other entries zero. Then $c_0=-1.2$ and $c_1=c_{-1}=-0.2$, and the potential is
$$V(x) = -0.6-0.2\cos2\pi x.$$
For $n=1$ the even wave has the expectation value $-0.6-0.1=-0.7$ and the odd wave $-0.6+0.1=-0.5$. The difference is $-0.2$, equal to $(c_1+c_{-1})/2$. The even wave lies lower because its charge sits where the potential is deepest.

In a one-dimensional model whose zone-edge states are fixed as these two standing waves, the first-order contribution of the Coulomb hole to the gap is this difference if the even wave is the upper state, and minus this difference if it is the lower one. The screened-exchange term, the dependence of screening on frequency and the response of the states to the potential are all left out.

## Diagonal screening

Neglecting local fields, that is, the off-diagonal entries of the dielectric matrix, leaves $W$ diagonal: $W(G,G')=0$ whenever $G\neq G'$, which is the hypothesis `hW`. The diagonal entries may then differ from those of the full matrix, but the theorem holds whatever their values. Every surviving exponent is then zero, and
$$V(x)=\tfrac12\sum_G W(G,G)=\tfrac12c_0$$
for all $x$. Moreover $c_K=0$ for every $K\neq0$, so for $n\neq0$ the splitting formula gives zero. The theorem contains both statements, and its proof takes them in this order, with `hz` recording that the off-diagonal sums vanish.

```lean
/-- Without local fields (diagonal `W`) the Coulomb-hole potential is constant, and its
expectation values in the two standing waves with `n ≠ 0` are equal. -/
theorem no_splitting_of_diagonal (W : ℤ × ℤ →₀ ℂ)
    (hW : ∀ G G' : ℤ, G ≠ G' → W (G, G') = 0) :
    (∀ x, coulombHole W x = 1 / 2 * localField W 0) ∧
    ∀ n : ℤ, n ≠ 0 →
      expectation (coulombHole W) (cosState n) =
        expectation (coulombHole W) (sinState n) := by
  constructor
  · intro x
    rw [coulombHole, localField]
    congr 1
    apply Finset.sum_congr rfl
    rintro ⟨a, b⟩ hp
    have hab : a = b := by
      by_contra h
      exact (Finsupp.mem_support_iff.mp hp) (hW a b h)
    subst hab
    simp [planeWave]
  · intro n hn
    have hz : ∀ K : ℤ, K ≠ 0 → localField W K = 0 := by
      intro K hK
      apply Finset.sum_eq_zero
      intro p _
      split_ifs with h
      · exact hW p.1 p.2 (by omega)
      · rfl
    have h := coulombHole_splitting W n
    rw [hz n hn, hz (-n) (neg_ne_zero.mpr hn), add_zero, zero_div] at h
    exact sub_eq_zero.mp h

end

end CohsexZoneEdge
```

Both hypotheses matter for the equality of the expectation values. The numerical case above has off-diagonal entries, and there the values differ by $-0.2$; with these entries deleted, both become $-0.6$. If $n=0$ is allowed instead, take the diagonal matrix whose only nonzero entry is $W(0,0)=-0.8$, so that $V=-0.4$. The even function is now the constant $\sqrt2$ and gives $-0.8$, while the odd function is zero and gives $0$. The two differ although $V$ is constant, because the two functions have different norms.

```lean
#print axioms CohsexZoneEdge.standingWave_normalised
#print axioms CohsexZoneEdge.coulombHole_splitting
#print axioms CohsexZoneEdge.no_splitting_of_diagonal
```

```
'CohsexZoneEdge.standingWave_normalised' depends on axioms: [propext, Classical.choice, Quot.sound]
'CohsexZoneEdge.coulombHole_splitting' depends on axioms: [propext, Classical.choice, Quot.sound]
'CohsexZoneEdge.no_splitting_of_diagonal' depends on axioms: [propext, Classical.choice, Quot.sound]
```
